# The Strang step commutes with a t²-corrected energy up to terms of order t⁵

Splitting a propagator into exp(tA/2) exp(tB) exp(tA/2) in general spoils the exact conservation of A + B, and asking how badly requires a choice of what "small in the time step" means. Here t is a formal variable: a function of t is a power series with operator coefficients, and two functions agree modulo tⁿ when their coefficients of order 0 to n − 1 are equal. Write

G = A + B,  C = [B,[B,A]]/12 − [A,[A,B]]/24,  K(t) = G + t²C,

with [x,y] = xy − yx, and let S(t) be the split step. Then S commutes with K modulo t⁵, but in general with G only modulo t³. In quantum dynamics with a time-independent Hamiltonian, K is the shadow Hamiltonian of the step, truncated after its first correction, up to a factor −i/ħ.

## Operators that may be multiplied by fractions

A and B are elements of a ring `R` that is an algebra over ℚ. They need not commute. Square complex matrices are an example, so A = −iV/ħ and B = −iT/ħ are allowed, with V and T the potential and kinetic energy on a grid.

```lean
import Mathlib

open PowerSeries

noncomputable section

namespace ShadowHamiltonian

variable {R : Type*} [Ring R] [Algebra ℚ R]

/-- The commutator `[x, y] = x y - y x`. -/
def comm {S : Type*} [Ring S] (x y : S) : S := x * y - y * x

/-- The exponential `exp(t a)` as a formal power series in the time step `t`. -/
def expSeries (a : R) : PowerSeries R :=
  PowerSeries.mk fun n => ((n.factorial : ℚ)⁻¹) • a ^ n
```

The rational multiples supply the factors 1/n! in `expSeries` and the fractions in C. Without them these expressions have no meaning in general: in a nonzero ring where 2 = 0 there is no half step. No norm, adjoint or finite dimension is assumed.

## Constant A and B, and a symmetric step

A and B do not depend on t, which physically means a time-independent Hamiltonian, and the two halves of A stand on either side of B. Both conditions are built into the definitions. In Lean, S is `strang`, G is `energy`, C is `correction` and K is `shadow`. The name `energy` refers to the generator A + B, which in real time is −i/ħ times the Hamiltonian.

```lean
/-- One Strang step `S(t) = exp(tA/2) exp(tB) exp(tA/2)`. -/
def strang (A B : R) : PowerSeries R :=
  expSeries ((1 / 2 : ℚ) • A) * expSeries B * expSeries ((1 / 2 : ℚ) • A)

/-- The energy `A + B`, as a series constant in `t`. -/
def energy (A B : R) : PowerSeries R := monomial 0 (A + B)

/-- The operator `[B,[B,A]]/12 - [A,[A,B]]/24`. -/
def correction (A B : R) : R :=
  (1 / 12 : ℚ) • comm B (comm B A) - (1 / 24 : ℚ) • comm A (comm A B)

/-- The corrected energy `K(t) = A + B + t² ([B,[B,A]]/12 - [A,[A,B]]/24)`. -/
def shadow (A B : R) : PowerSeries R := energy A B + monomial 2 (correction A B)
```

By hand, the symmetry enters through reversibility. Reversing t inverts each factor, and the order of the factors is a palindrome, so S(−t)S(t) = 1. Since S = 1 + O(t), the formal logarithm L = log S exists, and L(−t) = −L(t). Hence L has only odd powers:

L = tL₁ + t³L₃ + O(t⁵).

Let Sₘ be the coefficient of tᵐ in S. Multiplying out the three exponentials gives

S₀ = 1,  S₁ = G,  S₂ = (A² + AB + BA + B²)/2 = G²/2,

S₃ = A³/6 + (AAB + 2ABA + BAA)/8 + (ABB + BBA)/4 + B³/6.

From S = exp(L) follow L₁ = G and L₃ = S₃ − G³/6. In G³/6 every word of three letters has weight 1/6, so

L₃ = (−AAB + 2ABA − BAA)/24 + (ABB − 2BAB + BBA)/12.

Because [A,[A,B]] = AAB − 2ABA + BAA and [B,[B,A]] = BBA − 2BAB + ABB, this is L₃ = C. The fourth-order term of exp(L) then gives

S₄ = G⁴/24 + (GC + CG)/2.

Without the symmetry, the step exp(tA) exp(tB) has second coefficient G²/2 + [A,B]/2. Its commutator with G therefore contains t²[[A,B],G]/2, which is generally nonzero, and the violation begins one order earlier.

## A time step that is only a formal variable

`EqMod n` states agreement modulo tⁿ. It controls coefficients and says nothing about the size of the remainder at a particular t. The step to an actual propagation is a bound on that remainder. For bounded operators the series converge and the remainder is O(t⁵) in norm; for unbounded operators, questions of domain arise as well.

```lean
/-- Two series agree modulo `t^n`: all their coefficients below order `n` are equal. -/
def EqMod (n : ℕ) (f g : PowerSeries R) : Prop := ∀ m < n, coeff m f = coeff m g

/-- The coefficients of `exp(t a)` through fourth order. -/
theorem expSeries_coeffs (a : R) :
    coeff 0 (expSeries a) = 1 ∧
    coeff 1 (expSeries a) = a ∧
    coeff 2 (expSeries a) = (1 / 2 : ℚ) • (a * a) ∧
    coeff 3 (expSeries a) = (1 / 6 : ℚ) • (a * (a * a)) ∧
    coeff 4 (expSeries a) = (1 / 24 : ℚ) • (a * (a * (a * a))) := by
  refine ⟨?_, ?_, ?_, ?_, ?_⟩ <;>
    norm_num [expSeries, coeff_mk, Nat.factorial, pow_succ, mul_assoc]
```

With a formal t, the claim reduces to five identities. The coefficient of tᵐ in SK − KS is

[Sₘ,G] + [Sₘ₋₂,C],

where the second term is absent for m < 2. Inserting the coefficients above:

m = 0: [1,G] = 0

m = 1: [G,G] = 0

m = 2: [G²/2,G] + [1,C] = 0

m = 3: [G³/6 + C,G] + [G,C] = [C,G] + [G,C] = 0

m = 4: [(GC + CG)/2,G] + [G²/2,C] = (CG² − G²C)/2 + (G²C − CG²)/2 = 0.

For the bare energy only [Sₘ,G] remains. It vanishes for m = 0, 1, 2 and equals [C,G] for m = 3. These are the two parts of `energy_drift`:

```lean
/-- The Strang step commutes with the energy `A + B` modulo `t³`, and the `t³` coefficient
of `[S(t), A + B]` is the commutator of `[B,[B,A]]/12 - [A,[A,B]]/24` with `A + B`. -/
theorem energy_drift (A B : R) :
    EqMod 3 (strang A B * energy A B) (energy A B * strang A B) ∧
    coeff 3 (comm (strang A B) (energy A B)) = comm (correction A B) (A + B) := by
  refine ⟨fun m hm => ?_, ?_⟩
  · interval_cases m
    all_goals
      simp only [strang, energy, coeff_mul, coeff_monomial,
        Finset.Nat.sum_antidiagonal_eq_sum_range_succ_mk, Nat.succ_eq_add_one,
        Finset.sum_range_succ, Finset.sum_range_zero]
      simp [expSeries_coeffs, mul_add, add_mul, mul_assoc] <;> module
  · simp only [comm, correction, strang, energy, map_sub, coeff_mul, coeff_monomial,
      Finset.Nat.sum_antidiagonal_eq_sum_range_succ_mk, Nat.succ_eq_add_one,
      Finset.sum_range_succ, Finset.sum_range_zero]
    simp [expSeries_coeffs, mul_add, add_mul, mul_sub, sub_mul, smul_sub, mul_assoc]
    module
```

`shadow_conserved` is the statement for K:

```lean
/-- The Strang step commutes with the corrected energy modulo `t⁵`:
`S(t) K(t) - K(t) S(t)` has no term below fifth order. -/
theorem shadow_conserved (A B : R) :
    EqMod 5 (strang A B * shadow A B) (shadow A B * strang A B) := by
  intro m hm
  interval_cases m
  -- compare the words in `A` and `B` order by order
  all_goals
    simp only [comm, correction, strang, shadow, energy, map_add, coeff_mul,
      coeff_monomial, Finset.Nat.sum_antidiagonal_eq_sum_range_succ_mk,
      Nat.succ_eq_add_one, Finset.sum_range_succ, Finset.sum_range_zero]
    simp [expSeries_coeffs, mul_add, add_mul, mul_sub, sub_mul, smul_sub, mul_assoc] <;>
      module
```

Both proofs take the direct route, without the logarithm. `interval_cases m` separates the orders, `coeff_mul` writes each coefficient of a product as a finite sum, and `expSeries_coeffs` inserts the exponentials. After the brackets are expanded, `module` compares the rational weights of the words in A and B, as was done above for S₃.

## A fixed number of steps

A state propagated through n steps is S(t)ⁿψ. When S is unitary, the expectation value of K in that state is the expectation value of S(−t)ⁿ K S(t)ⁿ in ψ. The theorem says that this Heisenberg operator equals K modulo t⁵ for every natural number n, including zero, with n chosen independently of t.

Three lemmas prepare the induction. The first says that agreement modulo tⁿ survives multiplication from both sides, since coefficients of ufv below order n involve only coefficients of f below order n.

```lean
omit [Algebra ℚ R] in
/-- Agreement modulo `t^n` survives multiplication by any series from the left and right. -/
theorem EqMod.mul_both {n : ℕ} {f g : PowerSeries R} (h : EqMod n f g)
    (u v : PowerSeries R) : EqMod n (u * f * v) (u * g * v) := by
  intro m hm
  rw [coeff_mul, coeff_mul]
  refine Finset.sum_congr rfl fun p hp => ?_
  have hp' := Finset.HasAntidiagonal.mem_antidiagonal.mp hp
  congr 1
  rw [coeff_mul, coeff_mul]
  refine Finset.sum_congr rfl fun q hq => ?_
  have hq' := Finset.HasAntidiagonal.mem_antidiagonal.mp hq
  rw [h q.2 (by omega)]
```

The second is the binomial theorem. The coefficient of tⁿ in exp(−ta) exp(ta) is

Σ (−a)ᵖ a^q/(p! q!) = (−a + a)ⁿ/n!,  summed over p + q = n,

which is 1 for n = 0 and 0 otherwise.

```lean
/-- Running the exponential backwards undoes it: `exp(-t a) exp(t a) = 1`. -/
theorem expSeries_neg_mul (a : R) : expSeries (-a) * expSeries a = 1 := by
  ext n
  have h := ((Commute.refl a).neg_left).add_pow' n
  rw [neg_add_cancel] at h
  -- the Cauchy product is the binomial expansion of `(-a + a)^n / n!`
  have key : coeff n (expSeries (-a) * expSeries a) =
      ((n.factorial : ℚ)⁻¹) • (0 : R) ^ n := by
    rw [h, coeff_mul, Finset.smul_sum]
    refine Finset.sum_congr rfl fun p hp => ?_
    have hp' := Finset.HasAntidiagonal.mem_antidiagonal.mp hp
    have hq : (n.choose p.1 : ℚ) * p.1.factorial * p.2.factorial = n.factorial := by
      rw [← hp', Nat.choose_symm_add]
      exact_mod_cast Nat.add_choose_mul_factorial_mul_factorial p.1 p.2
    have h1 : (p.1.factorial : ℚ) ≠ 0 := by positivity
    have h2 : (p.2.factorial : ℚ) ≠ 0 := by positivity
    have h3 : (n.factorial : ℚ) ≠ 0 := by positivity
    have hf : (p.1.factorial : ℚ)⁻¹ * (p.2.factorial : ℚ)⁻¹ =
        (n.factorial : ℚ)⁻¹ * (n.choose p.1 : ℚ) := by
      rw [eq_comm, inv_mul_eq_iff_eq_mul₀ h3, ← hq]
      field_simp
    simp only [expSeries, coeff_mk, smul_mul_smul_comm]
    rw [hf, mul_smul, Nat.cast_smul_eq_nsmul]
  rw [key, coeff_one]
  rcases eq_or_ne n 0 with rfl | hn
  · simp
  · simp [hn]
```

The third cancels the factors of S(−t)S(t) from the inside outwards. S(−t) appears as `strang (-A) (-B)`, because reversing t is the same as reversing both signs.

```lean
/-- The Strang step is time-reversible: `S(-t) S(t) = 1`. -/
theorem strang_reversible (A B : R) : strang (-A) (-B) * strang A B = 1 := by
  have hA := expSeries_neg_mul ((1 / 2 : ℚ) • A)
  have hB := expSeries_neg_mul B
  unfold strang
  rw [smul_neg]
  generalize expSeries (-((1 / 2 : ℚ) • A)) = E' at *
  generalize expSeries ((1 / 2 : ℚ) • A) = E at *
  generalize expSeries (-B) = F' at *
  generalize expSeries B = F at *
  calc E' * F' * E' * (E * F * E) = E' * (F' * (E' * E) * F) * E := by
        simp only [mul_assoc]
    _ = 1 := by rw [hA, mul_one, hB, mul_one, hA]
```

In the induction, the innermost step is moved through K and then cancelled:

S(−t)ⁿ⁺¹ K S(t)ⁿ⁺¹ = S(−t)ⁿ S(−t) (KS) S(t)ⁿ ≡ S(−t)ⁿ S(−t) (SK) S(t)ⁿ = S(−t)ⁿ K S(t)ⁿ.

In the proof, `e1` is the first equality, `h` the congruence and `e2` the last equality.

```lean
/-- After any fixed number `n` of Strang steps the corrected energy, evolved in the
Heisenberg picture, is unchanged modulo `t⁵`: `S(-t)^n K(t) S(t)^n = K(t)` to that order. -/
theorem shadow_conserved_steps (A B : R) (n : ℕ) :
    EqMod 5 (strang (-A) (-B) ^ n * shadow A B * strang A B ^ n) (shadow A B) := by
  induction n with
  | zero => intro m _; simp
  | succ n ih =>
    intro m hm
    -- the innermost step moves through `K`, then cancels against its inverse
    have h := (shadow_conserved A B).mul_both
      (strang (-A) (-B) ^ n * strang (-A) (-B)) (strang A B ^ n) m hm
    have e1 : strang (-A) (-B) ^ (n + 1) * shadow A B * strang A B ^ (n + 1) =
        strang (-A) (-B) ^ n * strang (-A) (-B) * (shadow A B * strang A B) *
          strang A B ^ n := by
      rw [pow_succ, pow_succ']
      simp only [mul_assoc]
    have e2 : strang (-A) (-B) ^ n * strang (-A) (-B) * (strang A B * shadow A B) *
        strang A B ^ n = strang (-A) (-B) ^ n * shadow A B * strang A B ^ n := by
      calc _ = strang (-A) (-B) ^ n * (strang (-A) (-B) * strang A B) * shadow A B *
            strang A B ^ n := by simp only [mul_assoc]
        _ = _ := by rw [strang_reversible, mul_one]
    rw [e1, ← h, e2]
    exact ih m hm
```

If n grows as t shrinks, as it does at fixed total time τ = nt, the theorem gives no uniform bound. For the matrices below, the t⁵ coefficient of S(−t)ⁿKS(t)ⁿ − K is n·diag(1/24, −1/24), so this term alone contributes entries of size τt⁴/24. Such a term does not imply a steady drift in quantum dynamics: for bounded anti-Hermitian A and B and small enough real t, S is unitary and commutes exactly with L/t = K + O(t⁴), so S(−t)ⁿKS(t)ⁿ differs from K by O(t⁴) uniformly in n.

## No assumption that A and B are special

The theorems hold for every pair A, B. For particular pairs the conservation can be better: if A and B commute, S commutes with G exactly. One pair of 2×2 matrices shows that neither order can be raised for all pairs.

```lean
/-- The two-level raising matrix. -/
def up : Matrix (Fin 2) (Fin 2) ℚ := !![0, 1; 0, 0]

/-- The two-level lowering matrix. -/
def down : Matrix (Fin 2) (Fin 2) ℚ := !![0, 0; 1, 0]
```

Take A as the raising and B as the lowering matrix. Both square to zero, so each exponential stops at first order, and with rows separated by semicolons

S = (1 + tA/2)(1 + tB)(1 + tA/2) = [1 + t²/2, t + t³/4; t, 1 + t²/2].

Since ABA = A and BAB = B, the double commutators are [A,[A,B]] = −2A and [B,[B,A]] = −2B. Thus C = A/12 − B/6 and

K = [0, 1 + t²/12; 1 − t²/6, 0].

Multiplying out gives, with no further terms,

[S,G] = t³ diag(1/4, −1/4),  [S,K] = t⁵ diag(−1/24, 1/24).

At t = 0.1 the upper diagonal entries are 2.5 × 10⁻⁴ and about −4.2 × 10⁻⁷. The pair serves as an algebraic example: A and B are not anti-Hermitian, so S is not a real-time quantum propagator.

```lean
/-- Both orders are sharp: for the raising and lowering matrices, `[S(t), A + B]` has a
nonzero `t³` coefficient and `[S(t), K(t)]` has a nonzero `t⁵` coefficient. -/
theorem orders_sharp :
    coeff 3 (comm (strang up down) (energy up down)) = !![1 / 4, 0; 0, -1 / 4] ∧
    coeff 5 (comm (strang up down) (shadow up down)) = !![-1 / 24, 0; 0, 1 / 24] := by
  constructor
  · rw [(energy_drift up down).2]
    ext i j
    fin_cases i <;> fin_cases j <;>
      norm_num [correction, comm, up, down, Matrix.mul_apply, Fin.sum_univ_two]
  · -- both matrices square to zero, so their exponentials stop at first order
    have cut : ∀ a : Matrix (Fin 2) (Fin 2) ℚ, a * a = 0 → ∀ n, 2 ≤ n →
        coeff n (expSeries a) = 0 := by
      intro a ha n hn
      obtain ⟨k, rfl⟩ := Nat.exists_eq_add_of_le hn
      rw [expSeries, coeff_mk, pow_add, pow_two, ha, zero_mul, smul_zero]
    have hu := cut ((1 / 2 : ℚ) • up) (by
      ext i j
      fin_cases i <;> fin_cases j <;> simp [up, Matrix.mul_apply, Fin.sum_univ_two])
    have hd := cut down (by
      ext i j
      fin_cases i <;> fin_cases j <;> simp [down, Matrix.mul_apply, Fin.sum_univ_two])
    have h0 := fun a : Matrix (Fin 2) (Fin 2) ℚ => (expSeries_coeffs a).1
    have h1 := fun a : Matrix (Fin 2) (Fin 2) ℚ => (expSeries_coeffs a).2.1
    simp only [comm, strang, shadow, energy, map_sub, map_add, coeff_mul, coeff_monomial,
      Finset.Nat.sum_antidiagonal_eq_sum_range_succ_mk, Nat.succ_eq_add_one,
      Finset.sum_range_succ, Finset.sum_range_zero]
    norm_num [hu, hd, h0, h1, -one_div]
    ext i j
    fin_cases i <;> fin_cases j <;>
      norm_num [correction, comm, up, down, Matrix.mul_apply, Fin.sum_univ_two]

end ShadowHamiltonian
```

The first half of the proof evaluates [C,G] from `energy_drift`. In the second, `cut` records that the exponentials stop at first order, and the remaining products are computed entry by entry.

```lean
#print axioms ShadowHamiltonian.shadow_conserved
-- 'ShadowHamiltonian.shadow_conserved' depends on axioms: [propext, Classical.choice, Quot.sound]
#print axioms ShadowHamiltonian.shadow_conserved_steps
-- 'ShadowHamiltonian.shadow_conserved_steps' depends on axioms: [propext, Classical.choice, Quot.sound]
#print axioms ShadowHamiltonian.orders_sharp
-- 'ShadowHamiltonian.orders_sharp' depends on axioms: [propext, Classical.choice, Quot.sound]
```

## The step in a split-operator propagation

For a particle of mass m on a periodic grid with a time-independent potential, take A = −iV/ħ and B = −iT/ħ. One step multiplies the wavefunction by exp(−itV/2ħ) at each grid point, applies a Fourier transform, multiplies by exp(−itħk²/2m) at each wavenumber k, transforms back and multiplies by exp(−itV/2ħ) again. Adjacent half steps in V can be merged, except where K is to be evaluated, which requires the state after a complete step. Taking the factor −i/ħ out of K leaves the corrected Hamiltonian

T + V + (t²/ħ²)([V,[V,T]]/24 − [T,[T,V]]/12).

Its expectation value can be computed by applying T and V repeatedly to the stored wavefunction, with the same Fourier transforms.
